# A nonzero Hooke-type pair function on a finite one-dimensional grid has exactly one positive natural amplitude

To rebuild a real two-electron singlet wave function from the real natural orbitals that diagonalise it and their occupation numbers, one also needs the relative signs of the nonzero natural amplitudes, because an occupation number fixes only the amplitude's square. Reversing the overall sign of the wave function flips every amplitude but leaves the state the same; here the overall sign is fixed by the formula for the pair function. The real pair function treated here is the same one-particle factor for each electron times 1 + |x − y|/2, on finitely many points of a line. If it is not zero everywhere, one amplitude is positive and no other is.

```lean
import Mathlib

open Matrix

namespace HookeNaturalAmplitudes

noncomputable section

variable {ι : Type*}
```

Mathlib is Lean's mathematical library. The type `ι` holds the labels of the grid points, and a function `ι → ℝ` assigns a real number to each label.

```lean
/-- The sheet energy of charges `c` at positions `x` on a line, relative to a point `T`: twice
the total charge times the moment about `T`, minus the double sum of `c i * c j * |x i - x j|`. -/
def sheetEnergy (c x : ι → ℝ) (s : Finset ι) (T : ℝ) : ℝ :=
  2 * (∑ i ∈ s, c i) * (∑ i ∈ s, c i * (T - x i)) -
    ∑ i ∈ s, ∑ j ∈ s, c i * c j * |x i - x j|
```

For charges c_i at positions x_i, with i in a finite set s, and a reference point T, this defines

E_s(T) = 2 (Σ_i c_i)(Σ_i c_i (T − x_i)) − Σ_i Σ_j c_i c_j |x_i − x_j|.

When the total charge is zero, the first term vanishes and E is, up to a positive factor, the electrostatic energy of parallel charged sheets.

```lean
/-- The Hooke-type pair wave function `1 + |x - y| / 2` on a grid of points `x i`,
with one-particle weights `a i`. -/
def hookeAmplitude (a x : ι → ℝ) : Matrix ι ι ℝ :=
  Matrix.of fun i j => a i * a j * (1 + |x i - x j| / 2)
```

The wave function is the matrix

M_ij = a_i a_j (1 + |x_i − x_j|/2).

The weights a_i hold the one-particle factor, such as a Gaussian, and on a uniform grid also the square root of the spacing. The name comes from the Hooke atom, two electrons in a harmonic well. In three dimensions and at one particular well strength, its exact ground state is a Gaussian for each electron times 1 + r/2, where r is the distance between the electrons in atomic units. The slope 1/2 is the cusp of an opposite-spin electron pair in three dimensions; here the same form is postulated on a line, and no Schrödinger equation is solved.

The natural amplitudes λ_k are the eigenvalues of M. Since M is not normalised, the occupation per spin orbital is λ_k² / Σ_m λ_m²; normalising leaves the signs alone.

```lean
/-- Adding a new charge `b` that lies at or to the right of all others moves the reference point
from `x b` to `T` at the cost of the squared total charge times `2 * (T - x b)`. -/
theorem sheetEnergy_insert [DecidableEq ι] (c x : ι → ℝ) {s : Finset ι} {b : ι}
    (hb : b ∉ s) (hmax : ∀ i ∈ s, x i ≤ x b) (T : ℝ) :
    sheetEnergy c x (insert b s) T =
      sheetEnergy c x s (x b) + 2 * (T - x b) * (c b + ∑ i ∈ s, c i) ^ 2 := by
  -- no other charge lies to the right of the new one, so the absolute values open
  have h1 : ∑ j ∈ s, c b * c j * |x b - x j| = c b * ∑ j ∈ s, c j * (x b - x j) := by
    rw [Finset.mul_sum]
    refine Finset.sum_congr rfl fun j hj => ?_
    rw [abs_of_nonneg (sub_nonneg.2 (hmax j hj))]
    ring
  have h2 : ∑ j ∈ s, c j * c b * |x j - x b| = c b * ∑ j ∈ s, c j * (x b - x j) := by
    rw [Finset.mul_sum]
    refine Finset.sum_congr rfl fun j hj => ?_
    rw [abs_sub_comm, abs_of_nonneg (sub_nonneg.2 (hmax j hj))]
    ring
  have h3 : ∑ j ∈ s, c j * (T - x j) =
      ∑ j ∈ s, c j * (x b - x j) + (T - x b) * ∑ j ∈ s, c j := by
    rw [Finset.mul_sum, ← Finset.sum_add_distrib]
    exact Finset.sum_congr rfl fun j _ => by ring
  simp only [sheetEnergy, Finset.sum_insert hb, Finset.sum_add_distrib, sub_self, abs_zero,
    mul_zero, zero_add]
  rw [h1, h2, h3]
  ring
```

A theorem lists its hypotheses, then its statement after the colon, then its proof after `:= by`. Here a charge c_b is added at or to the right of all the others. Write Q = Σ_i c_i and D = Σ_i c_i (x_b − x_i) for the old charges, and S for their double sum. The new total charge is Q + c_b, the new moment is D + (T − x_b)(Q + c_b), and the new double sum is S + 2c_b D. Hence

E_new(T) = 2(Q + c_b)[D + (T − x_b)(Q + c_b)] − S − 2c_b D
= E_old(x_b) + 2(T − x_b)(Q + c_b)².

In the proof, `h1` and `h2` open the absolute values, `h3` shifts the moment, and `ring` does the algebra.

```lean
/-- The sheet energy is nonnegative when no charge lies to the right of `T`. -/
theorem sheetEnergy_nonneg (c x : ι → ℝ) (s : Finset ι) :
    ∀ T, (∀ i ∈ s, x i ≤ T) → 0 ≤ sheetEnergy c x s T := by
  classical
  refine Finset.induction_on_max_value x s ?_ ?_
  · intro T _
    simp [sheetEnergy]
  · intro b t hb hmax ih T hT
    have hTb : 0 ≤ T - x b := sub_nonneg.2 (hT b (Finset.mem_insert_self b t))
    rw [sheetEnergy_insert c x hb hmax]
    exact add_nonneg (ih (x b) hmax) (by positivity)
```

Add the charges from left to right. The empty set has E = 0, and each step adds a nonnegative term, so E_s(T) ≥ 0 when no charge lies to the right of T. `Finset.induction_on_max_value` is this ordered induction.

```lean
/-- For charges at distinct positions strictly to the left of `T`, a sheet energy that is not
positive forces every charge to vanish. -/
theorem charges_eq_zero (c x : ι → ℝ) (hx : Function.Injective x) (s : Finset ι) :
    ∀ T, (∀ i ∈ s, x i < T) → sheetEnergy c x s T ≤ 0 → ∀ i ∈ s, c i = 0 := by
  classical
  refine Finset.induction_on_max_value x s ?_ ?_
  · intro T _ _ i hi
    simp at hi
  · intro b t hb hmax ih T hT hE
    have hTb : 0 < T - x b := sub_pos.2 (hT b (Finset.mem_insert_self b t))
    rw [sheetEnergy_insert c x hb hmax] at hE
    have h0 := sheetEnergy_nonneg c x t (x b) hmax
    -- the total charge vanishes, and so does the energy of the remaining charges
    have hS : c b + ∑ i ∈ t, c i = 0 := by
      by_contra hne
      have hsq : 0 < (c b + ∑ i ∈ t, c i) ^ 2 :=
        lt_of_le_of_ne (sq_nonneg _) (Ne.symm (pow_ne_zero 2 hne))
      have := mul_pos hTb hsq
      linarith
    rw [hS] at hE
    have ht : ∀ i ∈ t, c i = 0 :=
      ih (x b) (fun i hi => lt_of_le_of_ne (hmax i hi) fun h => hb (hx h ▸ hi)) (by linarith)
    have hcb : c b = 0 := by
      rw [Finset.sum_eq_zero ht] at hS
      linarith
    intro i hi
    rcases Finset.mem_insert.1 hi with h | h
    · rw [h]
      exact hcb
    · exact ht i h
```

Now let the positions be distinct and strictly left of T. If E ≤ 0, both nonnegative terms of the last step vanish. So Q + c_b = 0, and the remaining charges have zero energy about x_b. By induction they are all zero, and then c_b = 0 too.

```lean
/-- The Hooke-type pair wave function is a real symmetric matrix. -/
theorem hookeAmplitude_isHermitian (a x : ι → ℝ) : (hookeAmplitude a x).IsHermitian := by
  ext i j
  simp only [hookeAmplitude, Matrix.conjTranspose_apply, Matrix.of_apply, star_trivial]
  rw [abs_sub_comm]
  ring
```

`IsHermitian` for a real matrix means symmetric, so the eigenvalues are real.

```lean
variable [Fintype ι]

/-- On an orbital `w` orthogonal to the weights, the quadratic form of the pair wave function is
minus half the sheet energy of the charges `a i * w i`. -/
theorem hookeAmplitude_form (a x w : ι → ℝ) (h : a ⬝ᵥ w = 0) (T : ℝ) :
    w ⬝ᵥ (hookeAmplitude a x *ᵥ w) =
      -sheetEnergy (fun i => a i * w i) x Finset.univ T / 2 := by
  have h' : ∑ i, a i * w i = 0 := h
  have key : w ⬝ᵥ (hookeAmplitude a x *ᵥ w) = (∑ i, a i * w i) ^ 2 +
      (∑ i, ∑ j, a i * w i * (a j * w j) * |x i - x j|) / 2 := by
    simp only [dotProduct, Matrix.mulVec, hookeAmplitude, Matrix.of_apply]
    rw [sq, Finset.sum_mul_sum, Finset.sum_div, ← Finset.sum_add_distrib]
    refine Finset.sum_congr rfl fun i _ => ?_
    rw [Finset.mul_sum, Finset.sum_div, ← Finset.sum_add_distrib]
    exact Finset.sum_congr rfl fun j _ => by ring
  rw [key]
  simp only [sheetEnergy, h']
  ring
```

The symbols `⬝ᵥ` and `*ᵥ` are the dot product and matrix times vector. For any orbital w,

w·Mw = (Σ_i a_i w_i)² + ½ Σ_i Σ_j a_i w_i a_j w_j |x_i − x_j|.

If a·w = 0, the square vanishes and w·Mw = −E/2 for the charges c_i = a_i w_i.

```lean
/-- For distinct grid points and nonvanishing weights, the quadratic form of the pair wave
function is negative on every nonzero orbital orthogonal to the weights. -/
theorem hookeAmplitude_form_neg (a x w : ι → ℝ) (hx : Function.Injective x)
    (ha : ∀ i, a i ≠ 0) (hw : w ≠ 0) (h : a ⬝ᵥ w = 0) :
    w ⬝ᵥ (hookeAmplitude a x *ᵥ w) < 0 := by
  obtain ⟨T, hT⟩ := (Set.finite_range x).bddAbove
  by_contra hn
  rw [hookeAmplitude_form a x w h (T + 1)] at hn
  have hz := charges_eq_zero (fun i => a i * w i) x hx Finset.univ (T + 1)
    (fun i _ => by linarith [hT (Set.mem_range_self i)]) (by linarith)
  exact hw (funext fun i => (mul_eq_zero.1 (hz i (Finset.mem_univ i))).resolve_left (ha i))
```

Choose T to the right of the whole grid. If w·Mw were not negative, E would be at most zero, so every a_i w_i would vanish. With no a_i zero, this gives w = 0, a contradiction.

```lean
variable [DecidableEq ι]

/-- For two different indices `k` and `l` of the eigenvalues of a real symmetric matrix, there are a
nonzero vector `w` orthogonal to a given vector `a` and real numbers `p` and `q` such that `w` has
squared length `p ^ 2 + q ^ 2` and its quadratic form is `p ^ 2` times eigenvalue `k` plus `q ^ 2`
times eigenvalue `l`. -/
theorem eigen_plane {A : Matrix ι ι ℝ} (hA : A.IsHermitian) (a : ι → ℝ) {k l : ι}
    (hkl : k ≠ l) : ∃ (w : ι → ℝ) (p q : ℝ), 0 < p ^ 2 + q ^ 2 ∧ a ⬝ᵥ w = 0 ∧
      w ⬝ᵥ w = p ^ 2 + q ^ 2 ∧
      w ⬝ᵥ (A *ᵥ w) = p ^ 2 * hA.eigenvalues k + q ^ 2 * hA.eigenvalues l := by
  have dot : ∀ u v : EuclideanSpace ℝ ι, u.ofLp ⬝ᵥ v.ofLp = inner ℝ u v := fun u v => by
    simp [PiLp.inner_apply, dotProduct, mul_comm]
  have on := orthonormal_iff_ite.1 hA.eigenvectorBasis.orthonormal
  obtain ⟨u, hu⟩ : ∃ u, u = (hA.eigenvectorBasis k).ofLp := ⟨_, rfl⟩
  obtain ⟨v, hv⟩ : ∃ v, v = (hA.eigenvectorBasis l).ofLp := ⟨_, rfl⟩
  have Au : A *ᵥ u = hA.eigenvalues k • u := by
    rw [hu]
    exact hA.mulVec_eigenvectorBasis k
  have Av : A *ᵥ v = hA.eigenvalues l • v := by
    rw [hv]
    exact hA.mulVec_eigenvectorBasis l
  have uu : u ⬝ᵥ u = 1 := by
    rw [hu, dot]
    exact (on k k).trans (if_pos rfl)
  have vv : v ⬝ᵥ v = 1 := by
    rw [hv, dot]
    exact (on l l).trans (if_pos rfl)
  have uv : u ⬝ᵥ v = 0 := by
    rw [hu, hv, dot]
    exact (on k l).trans (if_neg hkl)
  have vu : v ⬝ᵥ u = 0 := by rw [dotProduct_comm, uv]
  -- one linear condition on two coefficients has a nonzero solution
  obtain ⟨p, q, hpq, h0⟩ : ∃ p q : ℝ, 0 < p ^ 2 + q ^ 2 ∧
      p * (a ⬝ᵥ u) + q * (a ⬝ᵥ v) = 0 := by
    by_cases h : a ⬝ᵥ u = 0
    · exact ⟨1, 0, by norm_num, by rw [h]; ring⟩
    · have hsq : 0 < (a ⬝ᵥ u) ^ 2 :=
        lt_of_le_of_ne (sq_nonneg _) (Ne.symm (pow_ne_zero 2 h))
      exact ⟨a ⬝ᵥ v, -(a ⬝ᵥ u), by nlinarith [sq_nonneg (a ⬝ᵥ v)], by ring⟩
  refine ⟨p • u + q • v, p, q, hpq, ?_, ?_, ?_⟩
  · rw [dotProduct_add, dotProduct_smul, dotProduct_smul]
    exact h0
  · simp only [add_dotProduct, dotProduct_add, smul_dotProduct, dotProduct_smul, smul_eq_mul,
      uu, vv, uv, vu]
    ring
  · rw [Matrix.mulVec_add, Matrix.mulVec_smul, Matrix.mulVec_smul, Au, Av]
    simp only [add_dotProduct, dotProduct_add, smul_dotProduct, dotProduct_smul, smul_eq_mul,
      uu, vv, uv, vu]
    ring
```

Let u and v be orthonormal eigenvectors with eigenvalues λ_k and λ_l, and put w = pu + qv. The condition a·w = 0 reads

p(a·u) + q(a·v) = 0.

Take p = 1, q = 0 if a·u = 0, and otherwise p = a·v, q = −a·u. Then w·w = p² + q² > 0 and w·Mw = p²λ_k + q²λ_l.

```lean
/-- If the weights are not all zero, the Hooke-type pair wave function on a grid has exactly one
positive natural amplitude, counted with multiplicity. -/
theorem exactly_one_positive_amplitude (a x : ι → ℝ) (ha : a ≠ 0) :
    ∃! k, 0 < (hookeAmplitude_isHermitian a x).eigenvalues k := by
  have hM := hookeAmplitude_isHermitian a x
  -- the trace is positive, so some amplitude is positive
  have hex : ∃ k, 0 < hM.eigenvalues k := by
    by_contra h
    have hle : ∑ k, hM.eigenvalues k ≤ 0 :=
      Finset.sum_nonpos fun k _ => not_lt.1 fun hk => h ⟨k, hk⟩
    have t1 : (hookeAmplitude a x).trace = ∑ i, a i ^ 2 := by
      simp [Matrix.trace, hookeAmplitude, sq]
    have t2 : (hookeAmplitude a x).trace = ∑ k, hM.eigenvalues k :=
      hM.trace_eq_sum_eigenvalues.trans (by simp)
    obtain ⟨i, hi⟩ := Function.ne_iff.1 ha
    have hpos : 0 < ∑ i, a i ^ 2 :=
      Finset.sum_pos' (fun j _ => sq_nonneg (a j)) ⟨i, Finset.mem_univ i,
        lt_of_le_of_ne (sq_nonneg (a i)) (Ne.symm (pow_ne_zero 2 hi))⟩
    linarith
  obtain ⟨k, hk⟩ := hex
  refine ⟨k, hk, fun l hl => ?_⟩
  have hl' : 0 < hM.eigenvalues l := hl
  by_contra hne
  -- two positive amplitudes would make the form positive somewhere orthogonal to the weights
  obtain ⟨w, p, q, hpq, haw, _, hform⟩ := eigen_plane hM a hne
  obtain ⟨T, hT⟩ := (Set.finite_range x).bddAbove
  have hE := sheetEnergy_nonneg (fun i => a i * w i) x Finset.univ T
    (fun i _ => hT (Set.mem_range_self i))
  rw [hookeAmplitude_form a x w haw T] at hform
  nlinarith [mul_pos (lt_min hl' hk) hpq,
    mul_nonneg (sq_nonneg p) (sub_nonneg.2 (min_le_left (hM.eigenvalues l) (hM.eigenvalues k))),
    mul_nonneg (sq_nonneg q) (sub_nonneg.2 (min_le_right (hM.eigenvalues l) (hM.eigenvalues k)))]
```

`∃! k` says that exactly one index k has a positive eigenvalue; repeated eigenvalues have separate indices, so multiplicity is counted. Points may coincide and some weights may vanish.

One exists because Σ_k λ_k = Σ_i a_i² > 0. Two would make w·Mw positive for the w above, whereas −E/2 ≤ 0. The same trace shows by hand that the positive amplitude exceeds every other in magnitude, so it belongs to the largest occupation.

```lean
/-- On a nonempty grid of distinct points with nonvanishing weights, one natural amplitude is
positive and all the others are strictly negative. -/
theorem other_amplitudes_negative [Nonempty ι] (a x : ι → ℝ) (hx : Function.Injective x)
    (ha : ∀ i, a i ≠ 0) :
    ∃ k, 0 < (hookeAmplitude_isHermitian a x).eigenvalues k ∧
      ∀ l, l ≠ k → (hookeAmplitude_isHermitian a x).eigenvalues l < 0 := by
  have ha0 : a ≠ 0 := fun h => ha (Classical.arbitrary ι) (congrFun h _)
  obtain ⟨k, hk, _⟩ := exactly_one_positive_amplitude a x ha0
  have hk' : 0 < (hookeAmplitude_isHermitian a x).eigenvalues k := hk
  refine ⟨k, hk', fun l hlk => ?_⟩
  by_contra hl
  obtain ⟨w, p, q, hpq, haw, hww, hform⟩ :=
    eigen_plane (hookeAmplitude_isHermitian a x) a hlk
  have hw : w ≠ 0 := by
    intro h
    rw [h, dotProduct_zero] at hww
    linarith
  have hneg := hookeAmplitude_form_neg a x w hx ha hw haw
  rw [hform] at hneg
  have h1 := mul_nonneg (sq_nonneg p) (not_lt.1 hl)
  have h2 := mul_nonneg (sq_nonneg q) hk'.le
  linarith

end

end HookeNaturalAmplitudes
```

With distinct points and no zero weight, the other amplitudes, if any, are strictly negative. If some λ_l were nonnegative, pairing it with the positive λ_k would give w·Mw = p²λ_l + q²λ_k ≥ 0, against the strict inequality found earlier. The continuum limit and three-dimensional pair functions are not treated.

```lean
#print axioms HookeNaturalAmplitudes.exactly_one_positive_amplitude
#print axioms HookeNaturalAmplitudes.other_amplitudes_negative
```

```
'HookeNaturalAmplitudes.exactly_one_positive_amplitude' depends on axioms: [propext, Classical.choice, Quot.sound]
'HookeNaturalAmplitudes.other_amplitudes_negative' depends on axioms: [propext, Classical.choice, Quot.sound]
```
